# Along a straight line in k-space, a polynomial in the wave vector is a polynomial in the line parameter

Let `P` be a polynomial with complex coefficients in the `d` real components of a wave vector, and let `k` and `g` be real vectors, with `g` allowed to be zero. The theorem says that there is a complex polynomial `q` in one variable such that q(t) = P(k + t g) for every real t. No Hamiltonian or lattice enters the statement. The attempt builds `q` by substituting the linear polynomial kᵢ + X gᵢ for the i-th variable of `P`, then checks the equality by induction on `P`: for constants, for sums, and for a polynomial multiplied by one more variable.

Lean 4 with Mathlib refuses this proof:

```lean
import Mathlib

open Matrix Filter

namespace PolynomialOnLine

noncomputable section

variable {n : Type*} [Fintype n] [DecidableEq n] {d : ℕ}

/-- Along a straight line in k-space, a polynomial in the wave vector is a polynomial in the
line parameter. -/
theorem polynomial_on_line (P : MvPolynomial (Fin d) ℂ) (k g : Fin d → ℝ) :
    ∃ q : Polynomial ℂ, ∀ t : ℝ,
      q.eval (t : ℂ) = MvPolynomial.eval (fun i => (((k + t • g) i : ℝ) : ℂ)) P := by
  refine ⟨MvPolynomial.aeval
    (fun i => Polynomial.C (k i : ℂ) + Polynomial.X * Polynomial.C (g i : ℂ)) P, fun t => ?_⟩
  induction P using MvPolynomial.induction_on with
  | C a => simp [Polynomial.algebraMap_eq]
  | add p q hp hq => simp only [map_add, Polynomial.eval_add, hp, hq]
  | mul_X p i hp =>
    simp only [map_mul, Polynomial.eval_mul, hp, MvPolynomial.aeval_X, MvPolynomial.eval_X]
    simp

end

end PolynomialOnLine
```

Messages:

```
Main.lean:21:17: error: unsolved goals
case mul_X
d : ℕ
k g : Fin d → ℝ
t : ℝ
p : MvPolynomial (Fin d) ℂ
i : Fin d
hp :
  Polynomial.eval (↑t) ((MvPolynomial.aeval fun i => Polynomial.C ↑(k i) + Polynomial.X * Polynomial.C ↑(g i)) p) =
    (MvPolynomial.eval fun i => ↑((k + t • g) i)) p
⊢ ↑(g i) * ↑t = ↑t * ↑(g i) ∨ (MvPolynomial.eval fun i => ↑(k i) + ↑t * ↑(g i)) p = 0
```

What went wrong. The error is in the last case of the induction, `mul_X`, where the closing `simp` simplifies the goal but does not finish it. Both sides are products with the same first factor, the value of `p` on the line. `simp` turns such an equation into a disjunction: either the second factors agree, or the common factor is zero. It also cancels the shared term `↑(k i)`, so the left alternative becomes `↑(g i) * ↑t = ↑t * ↑(g i)`.

This is true, because multiplication of complex numbers is commutative, but the two sides come out in opposite orders and this `simp` call does not use `mul_comm` to match them. The right alternative, that `p` vanishes at the point, need not hold.

The added line, `exact Or.inl (mul_comm _ _)`, chooses the left alternative and proves it by commutativity, which closes the goal.

Lean accepts the file once it reads:

```diff
@@ -22,4 +22,5 @@
     simp only [map_mul, Polynomial.eval_mul, hp, MvPolynomial.aeval_X, MvPolynomial.eval_X]
     simp
+    exact Or.inl (mul_comm _ _)
 
 end
```
